# Gaussian expansion of r^(−2s) cut off at exponent A: contact value A^s/Γ(s+1) and error bounds for 0 < s ≤ 1

Let r ≥ 0 be the distance from a point nucleus, t > 0 a Gaussian exponent, A > 0 the steepest exponent kept, and s > 0 a real parameter. The weight and the cut-off expansion are

w(t) = t^(s−1) exp(−t r²)

F_A(r) = (1/Γ(s)) ∫₀^A w(t) dt

The Gaussians exp(−t r²) are unnormalised, and their coefficients are fixed by t^(s−1)/Γ(s).

## Growth at the nucleus, small error away from it

At the nucleus, for s > 0,

F_A(0) = A^s/Γ(s+1)

This grows without bound with A, and multiplying A by q multiplies it by q^s. For 0 < s ≤ 1 and r > 0, the deficit D = r^(−2s) − F_A(r) is strictly positive and satisfies

A^s exp(−A r²)/(Γ(s)(A r² + 1 − s)) ≤ D ≤ A^(s−1) exp(−A r²)/(Γ(s) r²)

The two bounds differ by the factor 1 + (1−s)/(A r²), so they are close once A r² is large, and they coincide at s = 1.

## Contact amplitudes in four-component codes

For a point nucleus of charge Z, the large component of a Dirac-Coulomb s₁/₂ state behaves near the origin as r^(γ−1), with γ = √(1 − (Zα)²) and α the fine-structure constant. This is r^(−2s) with s = (1−γ)/2. A code that represents it by finitely many Gaussians returns a finite value at r = 0. In the present model, a continuous superposition with prescribed coefficients, that value is set by the steepest exponent.

An even-tempered set t_k = t₀ β^k, with β > 1, arises when the integral is discretised in ln t with step ln β. The coefficient of exp(−t_k r²) is then (ln β) t_k^s/Γ(s), so each steeper function adds a larger term at r = 0. In the continuous model with s = 0.1, doubling A raises the contact amplitude by about 7% and its square by about 15%.

## Integrating over the missing exponents

At r = 0 the integrand is a power:

F_A(0) = (1/Γ(s)) · A^s/s = A^s/Γ(s+1)

For r > 0, Euler's integral gives

∫₀^∞ w(t) dt = Γ(s) r^(−2s)

Hence D = J/Γ(s), where J = ∫_A^∞ w(t) dt. Differentiating the weight gives

d/dt [−w(t)/r²] = w(t) (1 + (1−s)/(r² t))

Since w vanishes as t → ∞, integration from A gives

∫_A^∞ w(t) (1 + (1−s)/(r² t)) dt = w(A)/r²

For s ≤ 1 and t ≥ A, the bracket lies between 1 and 1 + (1−s)/(r² A). Therefore

J ≤ w(A)/r² ≤ (1 + (1−s)/(r² A)) J

Solving for J and dividing by Γ(s) gives both bounds. The lower one is positive, so D > 0.

The upper bound does not extend to s = 2. There Γ(2) = 1 and

D = exp(−A r²) (A/r² + 1/r⁴)

which exceeds the would-be bound A exp(−A r²)/r² for every A, r > 0.

## The Lean file

```lean
import Mathlib

open MeasureTheory Set Filter Topology

namespace GaussianCutoff

noncomputable section

/-- The weight `t^(s-1) exp(-r² t)` with which the Gaussian of exponent `t > 0` contributes
at distance `r` from the nucleus. -/
def weight (s r t : ℝ) : ℝ := t ^ (s - 1) * Real.exp (-(r ^ 2 * t))

/-- The superposition of Gaussians with exponents between `0` and the steepest exponent `A`,
normalised by `Γ(s)`, for `s > 0` and `A ≥ 0`. -/
def cutoffExpansion (s A r : ℝ) : ℝ :=
  (1 / Real.Gamma s) * ∫ t in (0 : ℝ)..A, weight s r t

/-- For `s > 0` the amplitude of the cut-off expansion at the nucleus is `A^s / Γ(s+1)`. -/
theorem contact_amplitude {s : ℝ} (hs : 0 < s) (A : ℝ) :
    cutoffExpansion s A 0 = A ^ s / Real.Gamma (s + 1) := by
  have h : ∀ t, weight s 0 t = t ^ (s - 1) := by
    intro t
    simp [weight]
  have hG := (Real.Gamma_pos_of_pos hs).ne'
  simp only [cutoffExpansion, h]
  rw [integral_rpow (Or.inl (by linarith)), Real.Gamma_add_one hs.ne', sub_add_cancel,
    Real.zero_rpow hs.ne', sub_zero]
  field_simp

/-- For `s > 0`, multiplying the steepest exponent `A ≥ 0` by a factor `q ≥ 0` multiplies
the contact amplitude by `q^s`. -/
theorem contact_amplitude_scaling {s q A : ℝ} (hs : 0 < s) (hq : 0 ≤ q) (hA : 0 ≤ A) :
    cutoffExpansion s (q * A) 0 = q ^ s * cutoffExpansion s A 0 := by
  rw [contact_amplitude hs, contact_amplitude hs, Real.mul_rpow hq hA, mul_div_assoc]

/-- For `s > 0` the contact amplitude grows without bound as the steepest exponent grows. -/
theorem contact_amplitude_diverges {s : ℝ} (hs : 0 < s) :
    Tendsto (fun A => cutoffExpansion s A 0) atTop atTop := by
  simp only [contact_amplitude hs]
  exact (tendsto_rpow_atTop hs).atTop_div_const (Real.Gamma_pos_of_pos (by linarith))

/-- Over all exponents `t > 0` the Gaussian weight is integrable, for `s > 0` and `r > 0`. -/
theorem weight_integrable {s r : ℝ} (hs : 0 < s) (hr : 0 < r) :
    IntegrableOn (weight s r) (Ioi 0) := by
  -- a non-integrable function would have integral zero, but Euler's integral is positive
  by_contra h
  have h0 : ∫ t in Ioi (0 : ℝ), weight s r t = 0 := integral_undef h
  have h1 : ∫ t in Ioi (0 : ℝ), weight s r t = (1 / r ^ 2) ^ s * Real.Gamma s :=
    Real.integral_rpow_mul_exp_neg_mul_Ioi hs (by positivity)
  have hG := Real.Gamma_pos_of_pos hs
  have h2 : 0 < (1 / r ^ 2) ^ s * Real.Gamma s :=
    mul_pos (Real.rpow_pos_of_pos (by positivity) s) hG
  linarith

/-- Away from the nucleus, what the cut-off expansion lacks of `r^(-2s)` is the contribution
of the exponents above `A`, for `s > 0` and `A > 0`. -/
theorem deficit_eq_tail {s A r : ℝ} (hs : 0 < s) (hA : 0 < A) (hr : 0 < r) :
    r ^ (-2 * s) - cutoffExpansion s A r
      = (1 / Real.Gamma s) * ∫ t in Ioi A, weight s r t := by
  have hG := (Real.Gamma_pos_of_pos hs).ne'
  have hint := weight_integrable hs hr
  have h1 : ∫ t in Ioi (0 : ℝ), weight s r t = (1 / r ^ 2) ^ s * Real.Gamma s :=
    Real.integral_rpow_mul_exp_neg_mul_Ioi hs (by positivity)
  have hp : r ^ (-2 * s) = (1 / r ^ 2) ^ s := by
    rw [Real.rpow_mul hr.le, Real.rpow_neg hr.le, Real.rpow_two, one_div]
  -- split the exponents at the cut-off
  have hsplit : ∫ t in Ioi (0 : ℝ), weight s r t
      = (∫ t in Ioc 0 A, weight s r t) + ∫ t in Ioi A, weight s r t := by
    rw [← Ioc_union_Ioi_eq_Ioi hA.le]
    exact setIntegral_union (Ioc_disjoint_Ioi le_rfl) measurableSet_Ioi
      (hint.mono_set Ioc_subset_Ioi_self) (hint.mono_set (Ioi_subset_Ioi hA.le))
  have hg : 1 / Real.Gamma s * Real.Gamma s = 1 := one_div_mul_cancel hG
  rw [cutoffExpansion, intervalIntegral.integral_of_le hA.le, hp]
  linear_combination (1 / Real.Gamma s) * (hsplit - h1) - (1 / r ^ 2) ^ s * hg

/-- Integration by parts over the exponents above `A > 0`, for `s ≤ 1` and `r > 0`: the weight
times `1 + (1-s)/(r² t)` is integrable, and its integral is the weight at `A` over `r²`. -/
theorem tail_by_parts {s A r : ℝ} (hs1 : s ≤ 1) (hA : 0 < A) (hr : 0 < r) :
    IntegrableOn (fun t => weight s r t * (1 + (1 - s) / (r ^ 2 * t))) (Ioi A) ∧
    ∫ t in Ioi A, weight s r t * (1 + (1 - s) / (r ^ 2 * t)) = weight s r A / r ^ 2 := by
  have hr' := hr.ne'
  have hd : ∀ t ∈ Ici A, HasDerivAt (fun u => -(weight s r u / r ^ 2))
      (weight s r t * (1 + (1 - s) / (r ^ 2 * t))) t := by
    intro t ht
    have ht0 : 0 < t := lt_of_lt_of_le hA ht
    have h1 : HasDerivAt (fun u : ℝ => u ^ (s - 1)) ((s - 1) * t ^ (s - 1 - 1)) t :=
      Real.hasDerivAt_rpow_const (Or.inl ht0.ne')
    have h2 : HasDerivAt (fun u : ℝ => Real.exp (-(r ^ 2 * u)))
        (Real.exp (-(r ^ 2 * t)) * (-(r ^ 2 * 1))) t :=
      (((hasDerivAt_id' t).const_mul (r ^ 2)).fun_neg).exp
    refine ((h1.fun_mul h2).div_const (r ^ 2)).fun_neg.congr_deriv ?_
    rw [Real.rpow_sub_one ht0.ne' (s - 1)]
    unfold weight
    field_simp
    ring
  have hpos : ∀ t ∈ Ioi A, 0 ≤ weight s r t * (1 + (1 - s) / (r ^ 2 * t)) := by
    intro t ht
    have ht0 : 0 < t := lt_trans hA ht
    have h1 : 0 ≤ 1 - s := by linarith
    unfold weight
    positivity
  -- the boundary term at infinite exponent vanishes
  have hlim : Tendsto (fun u => -(weight s r u / r ^ 2)) atTop (𝓝 0) := by
    have h := tendsto_rpow_mul_exp_neg_mul_atTop_nhds_zero (s - 1) (r ^ 2) (by positivity)
    simpa [weight, neg_mul] using (h.div_const (r ^ 2)).neg
  refine ⟨integrableOn_Ioi_deriv_of_nonneg' hd hpos hlim, ?_⟩
  rw [integral_Ioi_of_hasDerivAt_of_nonneg' hd hpos hlim]
  ring

/-- For `0 < s ≤ 1`, `A > 0` and `r > 0`, the cut-off expansion misses at least
`A^s exp(-A r²) / (Γ(s) (A r² + 1 - s))` of `r^(-2s)`. -/
theorem deficit_lower_bound {s A r : ℝ} (hs : 0 < s) (hs1 : s ≤ 1) (hA : 0 < A)
    (hr : 0 < r) :
    A ^ s * Real.exp (-A * r ^ 2) / (Real.Gamma s * (A * r ^ 2 + 1 - s))
      ≤ r ^ (-2 * s) - cutoffExpansion s A r := by
  have hG := Real.Gamma_pos_of_pos hs
  have hD : 0 < A * r ^ 2 + 1 - s := by
    have : 0 < A * r ^ 2 := by positivity
    linarith
  obtain ⟨hi, he⟩ := tail_by_parts hs1 hA hr
  have hw := (weight_integrable hs hr).mono_set (Ioi_subset_Ioi hA.le)
  -- the factor from integration by parts is largest at the cut-off
  have hb : weight s r A / r ^ 2
      ≤ (1 + (1 - s) / (r ^ 2 * A)) * ∫ t in Ioi A, weight s r t := by
    rw [← he, ← integral_const_mul]
    refine setIntegral_mono_on hi (hw.const_mul _) measurableSet_Ioi ?_
    intro t ht
    have hAt : A ≤ t := le_of_lt ht
    have ht0 : 0 < t := lt_of_lt_of_le hA hAt
    have h1 : 0 ≤ 1 - s := by linarith
    have h2 : 0 ≤ weight s r t := by unfold weight; positivity
    rw [mul_comm]
    gcongr
  rw [deficit_eq_tail hs hA hr, div_le_iff₀ (mul_pos hG hD)]
  generalize (∫ t in Ioi A, weight s r t) = I at hb ⊢
  have hm := mul_le_mul_of_nonneg_left hb (by positivity : 0 ≤ r ^ 2 * A)
  have hc : r ^ 2 * A * ((1 - s) / (r ^ 2 * A)) = 1 - s := by field_simp
  have hl : r ^ 2 * A * (weight s r A / r ^ 2) = A ^ s * Real.exp (-A * r ^ 2) := by
    have hx : -A * r ^ 2 = -(r ^ 2 * A) := by ring
    rw [hx, weight, Real.rpow_sub_one hA.ne']
    field_simp
  have hg : 1 / Real.Gamma s * Real.Gamma s = 1 := one_div_mul_cancel hG.ne'
  linear_combination hm - hl + I * hc - I * (A * r ^ 2 + 1 - s) * hg

/-- For `0 < s ≤ 1`, `A > 0` and `r > 0`, the cut-off expansion lies strictly below `r^(-2s)`,
by at most `A^(s-1) exp(-A r²) / (Γ(s) r²)`. -/
theorem deficit_bound {s A r : ℝ} (hs : 0 < s) (hs1 : s ≤ 1) (hA : 0 < A) (hr : 0 < r) :
    0 < r ^ (-2 * s) - cutoffExpansion s A r ∧
    r ^ (-2 * s) - cutoffExpansion s A r
      ≤ A ^ (s - 1) * Real.exp (-A * r ^ 2) / (Real.Gamma s * r ^ 2) := by
  have hG := Real.Gamma_pos_of_pos hs
  constructor
  · refine lt_of_lt_of_le ?_ (deficit_lower_bound hs hs1 hA hr)
    have h1 : 0 < A * r ^ 2 := by positivity
    have hD : 0 < A * r ^ 2 + 1 - s := by linarith
    positivity
  · obtain ⟨hi, he⟩ := tail_by_parts hs1 hA hr
    have hw := (weight_integrable hs hr).mono_set (Ioi_subset_Ioi hA.le)
    -- the factor from integration by parts is at least one
    have hb : ∫ t in Ioi A, weight s r t ≤ weight s r A / r ^ 2 := by
      rw [← he]
      refine setIntegral_mono_on hw hi measurableSet_Ioi ?_
      intro t ht
      have ht0 : 0 < t := lt_trans hA ht
      have h1 : 0 ≤ 1 - s := by linarith
      have h2 : 0 ≤ weight s r t := by unfold weight; positivity
      have h3 : 0 ≤ (1 - s) / (r ^ 2 * t) := by positivity
      exact le_mul_of_one_le_right h2 (by linarith)
    rw [deficit_eq_tail hs hA hr]
    refine (mul_le_mul_of_nonneg_left hb (one_div_pos.2 hG).le).trans_eq ?_
    have hx : -A * r ^ 2 = -(r ^ 2 * A) := by ring
    rw [hx, weight, div_mul_div_comm, one_mul]

end

end GaussianCutoff
```

```lean
#print axioms GaussianCutoff.contact_amplitude_scaling
#print axioms GaussianCutoff.contact_amplitude_diverges
#print axioms GaussianCutoff.deficit_bound
```

```
'GaussianCutoff.contact_amplitude_scaling' depends on axioms: [propext, Classical.choice, Quot.sound]
'GaussianCutoff.contact_amplitude_diverges' depends on axioms: [propext, Classical.choice, Quot.sound]
'GaussianCutoff.deficit_bound' depends on axioms: [propext, Classical.choice, Quot.sound]
```

## From the weight to the bounds in Lean

`weight s r t` is w(t), and `cutoffExpansion s A r` is F_A(r); all arguments are real numbers. `Ioi A` is the set of exponents above A. The three `contact_amplitude` theorems give the value at the nucleus, its scaling and its divergence.

`weight_integrable` argues by contradiction: Lean assigns the value zero to the integral of a non-integrable function, whereas Euler's integral is positive. `deficit_eq_tail` splits the exponent range at A. `tail_by_parts` supplies the derivative, the vanishing limit and the weighted integral. `deficit_lower_bound` and `deficit_bound` then compare integrands through `setIntegral_mono_on`, using the upper and lower bounds on the bracket. In the lower bound, `div_le_iff₀` moves the denominator to the other side, `hb` is multiplied by r² A, and the closing `linear_combination` combines the result with the cancellation identities `hc`, `hl` and `hg`.

## A continuous superposition with fixed coefficients

The theorems concern one scalar function and an integral over exponents. They contain no Dirac operator, no kinetic balance and no variational coefficients, and the link s = (1−γ)/2 is physical input. They also give no error estimate for a discrete basis, where the spacing of the exponents and the smallest exponent matter too. The point nucleus enters through the singular target r^(−2s); a finite nuclear charge distribution would call for a different target near r = 0. The error bounds hold at each r > 0 and make no statement at r = 0.
